# Equal-frequency harmonic confinement of an electron and a hole splits into centre-of-mass and relative parts, uniquely up to a constant

An electron and a hole are bound to the origin by harmonic potentials of the same frequency `w`, with no interaction between them, and their masses are real numbers whose sum is nonzero. `equal_frequency_profiles` says that this potential energy equals `F (me • x + mh • y) + G (x - y)` for all positions exactly when, up to a constant moved between them, `F R` is `w ^ 2 * ‖R‖ ^ 2 / (2 * (me + mh))` and `G` is the harmonic potential of the reduced mass. The argument of `F` is the mass-weighted sum of positions, not divided by the total mass; in terms of the true centre of mass, `F` is the usual harmonic energy of the total mass at frequency `w`. The attempt finds `F` by placing both particles at one point and `G` by placing their centre of mass at the origin, then proves the converse from an identity for weighted squares.

This version doesn't compile in Lean 4 with Mathlib:

```lean
import Mathlib

open scoped InnerProductSpace

namespace ExcitonHarmonicConfinement

noncomputable section

variable {E : Type*} [NormedAddCommGroup E] [InnerProductSpace ℝ E]

/-- Potential energy of an electron at `x` and a hole at `y`, each bound to the origin
by a spring, with stiffnesses `ke` and `kh`. -/
def springPotential (ke kh : ℝ) (x y : E) : ℝ :=
  ke * ‖x‖ ^ 2 / 2 + kh * ‖y‖ ^ 2 / 2

/-- Harmonic confinement of an electron (mass `me`, frequency `we`) and a hole
(mass `mh`, frequency `wh`). -/
def confinement (me mh we wh : ℝ) (x y : E) : ℝ :=
  springPotential (me * we ^ 2) (mh * wh ^ 2) x y

/-- The weighted sum of squared positions splits into a collective square and a
relative square. -/
theorem weighted_sq_split (a b : ℝ) (x y : E) :
    (a + b) * (a * ‖x‖ ^ 2 + b * ‖y‖ ^ 2)
      = ‖a • x + b • y‖ ^ 2 + a * b * ‖x - y‖ ^ 2 := by
  simp only [norm_add_sq_real, norm_sub_sq_real, norm_smul, mul_pow, Real.norm_eq_abs,
    sq_abs, real_inner_smul_left, real_inner_smul_right]
  ring

/-- For a common frequency `w`, the separations of the confinement are exactly the harmonic
centre-of-mass and relative profiles, up to a constant shifted between them. -/
theorem equal_frequency_profiles {me mh : ℝ} (hM : me + mh ≠ 0) (w : ℝ) (F G : E → ℝ) :
    (∀ x y, confinement me mh w w x y = F (me • x + mh • y) + G (x - y)) ↔
      ∃ c : ℝ, (∀ R, F R = w ^ 2 * ‖R‖ ^ 2 / (2 * (me + mh)) + c) ∧
        ∀ r, G r = me * mh / (me + mh) * w ^ 2 * ‖r‖ ^ 2 / 2 - c := by
  constructor
  · intro h
    refine ⟨F 0, fun R => ?_, fun r => ?_⟩
    · -- electron and hole at the same point probe the centre-of-mass profile
      have h0 := h 0 0
      have h1 := h ((me + mh)⁻¹ • R) ((me + mh)⁻¹ • R)
      rw [← add_smul, smul_inv_smul₀ hM, sub_self] at h1
      simp only [smul_zero, add_zero, sub_zero] at h0
      simp only [confinement, springPotential, norm_smul, mul_pow, Real.norm_eq_abs,
        sq_abs, norm_zero] at h0 h1
      have key : me * w ^ 2 * ((me + mh)⁻¹ ^ 2 * ‖R‖ ^ 2) / 2
          + mh * w ^ 2 * ((me + mh)⁻¹ ^ 2 * ‖R‖ ^ 2) / 2
          = w ^ 2 * ‖R‖ ^ 2 / (2 * (me + mh)) := by
        field_simp <;> ring
      linear_combination key - h1 + h0
    · -- a pair with its centre of mass at the origin probes the relative profile
      have h2 := h ((mh * (me + mh)⁻¹) • r) ((-(me * (me + mh)⁻¹)) • r)
      have e : mh * (me + mh)⁻¹ - -(me * (me + mh)⁻¹) = 1 := by
        rw [sub_neg_eq_add, ← add_mul, add_comm mh me, mul_inv_cancel₀ hM]
      rw [show me • (mh * (me + mh)⁻¹) • r + mh • (-(me * (me + mh)⁻¹)) • r = (0 : E) by
        module, ← sub_smul, e, one_smul] at h2
      simp only [confinement, springPotential, norm_smul, Real.norm_eq_abs, mul_pow,
        sq_abs, abs_neg, abs_mul] at h2
      have key : me * w ^ 2 * (mh ^ 2 * (me + mh)⁻¹ ^ 2 * ‖r‖ ^ 2) / 2
          + mh * w ^ 2 * (me ^ 2 * (me + mh)⁻¹ ^ 2 * ‖r‖ ^ 2) / 2
          = me * mh / (me + mh) * w ^ 2 * ‖r‖ ^ 2 / 2 := by
        field_simp <;> ring
      linear_combination key - h2
  · rintro ⟨c, hF, hG⟩ x y
    have hw := weighted_sq_split me mh x y
    have hi : (me + mh)⁻¹ * (me + mh) = 1 := inv_mul_cancel₀ hM
    rw [hF, hG]
    simp only [confinement, springPotential]
    linear_combination (-(w ^ 2 / 2 * (me * ‖x‖ ^ 2 + mh * ‖y‖ ^ 2))) * hi
      + w ^ 2 / 2 * (me + mh)⁻¹ * hw

end

end ExcitonHarmonicConfinement
```

The error:

```
Main.lean:69:4: error: ring failed, ring expressions not equal
E : Type u_1
inst✝¹ : NormedAddCommGroup E
inst✝ : InnerProductSpace ℝ E
me mh : ℝ
hM : me + mh ≠ 0
w : ℝ
F G : E → ℝ
c : ℝ
hF : ∀ (R : E), F R = w ^ 2 * ‖R‖ ^ 2 / (2 * (me + mh)) + c
hG : ∀ (r : E), G r = me * mh / (me + mh) * w ^ 2 * ‖r‖ ^ 2 / 2 - c
x y : E
hw : (me + mh) * (me * ‖x‖ ^ 2 + mh * ‖y‖ ^ 2) = ‖me • x + mh • y‖ ^ 2 + me * mh * ‖x - y‖ ^ 2
hi : (me + mh)⁻¹ * (me + mh) = 1
⊢ w ^ 2 * (me + mh)⁻¹ * ‖me • x + mh • y‖ ^ 2 * (1 / 2) - w ^ 2 * ‖me • x + mh • y‖ ^ 2 * (me * 2 + mh * 2)⁻¹ = 0
```

The repair, with which the file compiles:

```diff
@@ -47,5 +47,5 @@
           + mh * w ^ 2 * ((me + mh)⁻¹ ^ 2 * ‖R‖ ^ 2) / 2
           = w ^ 2 * ‖R‖ ^ 2 / (2 * (me + mh)) := by
-        field_simp <;> ring
+        field_simp
       linear_combination key - h1 + h0
     · -- a pair with its centre of mass at the origin probes the relative profile
@@ -60,10 +60,11 @@
           + mh * w ^ 2 * (me ^ 2 * (me + mh)⁻¹ ^ 2 * ‖r‖ ^ 2) / 2
           = me * mh / (me + mh) * w ^ 2 * ‖r‖ ^ 2 / 2 := by
-        field_simp <;> ring
+        field_simp
+        ring
       linear_combination key - h2
   · rintro ⟨c, hF, hG⟩ x y
     have hw := weighted_sq_split me mh x y
     have hi : (me + mh)⁻¹ * (me + mh) = 1 := inv_mul_cancel₀ hM
-    rw [hF, hG]
+    rw [hF, hG, ← div_div]
     simp only [confinement, springPotential]
     linear_combination (-(w ^ 2 / 2 * (me * ‖x‖ ^ 2 + mh * ‖y‖ ^ 2))) * hi
```

Diagnosis. The error is in the converse, where the `ring` step of the final `linear_combination` leaves an equation it cannot close. The equation is true, but its two terms contain `(me + mh)⁻¹` and `(me * 2 + mh * 2)⁻¹`. The second comes from the denominator `2 * (me + mh)` in `hF`: `ring` multiplies out the product, then treats the inverse of the resulting sum as an atom, unrelated to `(me + mh)⁻¹`. So it does not see that one is half the other, and the terms do not cancel.

Adding `← div_div` to the rewrite turns division by `2 * (me + mh)` into division by `2` and then by `me + mh`. Now only `(me + mh)⁻¹` appears, matching the coefficient of `hw`, and the same `linear_combination` closes the goal.

The two changes to `field_simp <;> ring` are mere tidying. In the first, `field_simp` already closes the goal, so `ring` had nothing to do; in the second, `ring` is still needed and moves to its own line.
